# Cross approximation from a largest nonzero pivot errs by at most four times the best rank-one entrywise error

A code that compresses a matrix from one row and one column can be exact on both and badly wrong elsewhere. Take the matrix

\[
M=\begin{pmatrix}\delta & 1\\ 1 & 0\end{pmatrix},\qquad 0<\delta<1,
\]

and use the entry \(\delta\) as pivot. The rank-one matrix that reproduces the first row and first column has \(1/\delta\) in the remaining corner, where \(M\) has 0. The zero matrix, also of rank at most one, errs by no more than 1 anywhere. A small pivot can therefore make the compression arbitrarily worse than the best one available; a pivot of largest modulus limits the loss to a factor of 4.

## The bound for one pivot

Let \(M\) be a complex matrix, and let \(M(p,q)\neq 0\) be an entry of largest modulus. The cross approximation is

\[
C(i,j)=\frac{M(i,q)\,M(p,j)}{M(p,q)} .
\]

If some matrix \(B\) of rank at most 1 satisfies \(|M(i,j)-B(i,j)|\le e\) for all \(i,j\), then \(|M(i,j)-C(i,j)|\le 4e\) for all \(i,j\). No smaller constant works for all matrices.

## What the bound says about a compression

Cross schemes build low-rank factors from sampled entries. For the coefficient matrix of a pure bipartite state in a product basis, a rank-one approximation is a product state, in general unnormalised, and the bound limits the error of each amplitude for a single pivot found by a full search. It also helps in reading a residual: if the pivot has largest modulus and the largest residual entry has modulus \(r\), no matrix of rank at most 1 has entrywise error below \(r/4\). A large residual then reflects the matrix, not only the choice of cross.

## From a null vector to the factor 4

A matrix of rank at most 1 has all its columns proportional to one vector, so \(B(i,j)=u(i)v(j)\) for suitable \(u\) and \(v\).

Fix \(i\) and \(j\). Choose \((x,y)\neq(0,0)\) with \(v(q)x+v(j)y=0\): take \((1,0)\) if \(v(q)=0\), and \((v(j),-v(q))\) otherwise. In every row \(k\), \(B\) annihilates this vector, so

\[
M(k,q)x+M(k,j)y=(M-B)(k,q)\,x+(M-B)(k,j)\,y .
\]

With \(S=|x|+|y|>0\), the modulus of this is at most \(eS\).

Write \(a=M(p,q)\), \(b=M(p,j)\), \(c=M(i,q)\), \(d=M(i,j)\), \(D=ad-bc\) and \(\mu=|a|\). The rows \(p\) and \(i\) give \(r_p=ax+by\) and \(r_i=cx+dy\), both of modulus at most \(eS\). Cramer's identities are

\[
d\,r_p-b\,r_i=Dx,\qquad c\,r_p-a\,r_i=-Dy .
\]

Since \(a,b,c,d\) have modulus at most \(\mu\), both \(|D||x|\) and \(|D||y|\) are at most \(2\mu eS\). Adding them gives \(|D|S\le 4\mu eS\), hence \(|D|\le 4e\mu\). The residual is

\[
M(i,j)-\frac{M(i,q)M(p,j)}{M(p,q)}=\frac{D}{a},
\]

and its modulus is at most \(4e\).

The more obvious route writes \(B=M-(M-B)\) in the corresponding 2×2 minor of \(B\), which vanishes, solves for \(D\) and estimates term by term. That gives \(|D|\le 4e\mu+2e^2\), and the last term cannot be discarded as higher order: it is positive for \(e>0\), so this estimate alone does not give \(4e\mu\), however small \(e\) is. The null vector avoids the quadratic term altogether.

For the constant, take \(0<e<1\) and

\[
M=\begin{pmatrix}1&1\\1&\frac{1-3e}{1+e}\end{pmatrix},\qquad
B=\begin{pmatrix}1+e\\1-e\end{pmatrix}\begin{pmatrix}1&\frac{1-e}{1+e}\end{pmatrix}.
\]

Every entry of \(M-B\) is \(\pm e\), and no entry of \(M\) exceeds 1 in modulus. With the upper left entry as pivot, the cross approximation has 1 in the last corner, so its error there is \(4e/(1+e)\). A universal constant \(K\) must satisfy \(K(1+e)\ge4\) for all such \(e\), and letting \(e\to0\) gives \(K\ge4\).

## The Lean file

```lean
import Mathlib

open Matrix Module

namespace CrossApproximation

noncomputable section

variable {m n : Type*} [Fintype n]

/-- The one-pivot cross approximation of `M`, built from the pivot column `q` and the
pivot row `p`. -/
def crossApprox {m n : Type*} (M : Matrix m n ℂ) (p : m) (q : n) : Matrix m n ℂ :=
  Matrix.of fun i j => M i q * M p j / M p q

/-- A matrix of rank at most one is a product of a column factor and a row factor. -/
theorem exists_product_form (B : Matrix m n ℂ) (hB : B.rank ≤ 1) :
    ∃ (u : m → ℂ) (v : n → ℂ), ∀ i j, B i j = u i * v j := by
  classical
  unfold Matrix.rank at hB
  obtain ⟨w, hw⟩ := finrank_le_one_iff.mp hB
  -- every column is a multiple of one vector spanning the range
  have h : ∀ j, ∃ c : ℂ, ∀ i, B i j = w.1 i * c := by
    intro j
    obtain ⟨c, hc⟩ := hw ⟨B.mulVecLin (Pi.single j 1), LinearMap.mem_range_self _ _⟩
    refine ⟨c, fun i => ?_⟩
    have h2 : c * w.1 i = (B *ᵥ Pi.single j 1) i := congrFun (congrArg Subtype.val hc) i
    have h3 : (B *ᵥ Pi.single j 1) i = B i j := by simp
    rw [← h3, ← h2, mul_comm]
  choose v hv using h
  exact ⟨w.1, v, fun i j => hv j i⟩

/-- If a 2×2 matrix with entries of modulus at most `μ` nearly annihilates a nonzero vector, up to
`e` times the sum of the moduli of its components, its determinant has modulus at most `4 e μ`. -/
theorem minor_bound {a b c d x y : ℂ} {μ e : ℝ}
    (ha : ‖a‖ ≤ μ) (hb : ‖b‖ ≤ μ) (hc : ‖c‖ ≤ μ) (hd : ‖d‖ ≤ μ)
    (hxy : 0 < ‖x‖ + ‖y‖) (h1 : ‖a * x + b * y‖ ≤ e * (‖x‖ + ‖y‖))
    (h2 : ‖c * x + d * y‖ ≤ e * (‖x‖ + ‖y‖)) :
    ‖a * d - b * c‖ ≤ 4 * e * μ := by
  have hμ : 0 ≤ μ := (norm_nonneg a).trans ha
  -- a combination of the two small components, with coefficients bounded by μ
  have key : ∀ s t : ℂ, ‖s‖ ≤ μ → ‖t‖ ≤ μ →
      ‖s * (a * x + b * y) - t * (c * x + d * y)‖ ≤
        μ * (e * (‖x‖ + ‖y‖)) + μ * (e * (‖x‖ + ‖y‖)) := by
    intro s t hs ht
    refine (norm_sub_le _ _).trans ?_
    rw [norm_mul, norm_mul]
    exact add_le_add (mul_le_mul hs h1 (norm_nonneg _) hμ)
      (mul_le_mul ht h2 (norm_nonneg _) hμ)
  -- Cramer's identities for the two components
  have hx := key d b hd hb
  rw [show d * (a * x + b * y) - b * (c * x + d * y) = (a * d - b * c) * x by ring,
    norm_mul] at hx
  have hy := key c a hc ha
  rw [show c * (a * x + b * y) - a * (c * x + d * y) = -((a * d - b * c) * y) by ring,
    norm_neg, norm_mul] at hy
  refine le_of_mul_le_mul_right ?_ hxy
  nlinarith [hx, hy]

/-- For a nonzero pivot the cross approximation has rank at most one and reproduces the
pivot row and the pivot column. -/
theorem crossApprox_interpolates (M : Matrix m n ℂ) {p : m} {q : n} (hpq : M p q ≠ 0) :
    (crossApprox M p q).rank ≤ 1 ∧ (∀ j, crossApprox M p q p j = M p j) ∧
      (∀ i, crossApprox M p q i q = M i q) := by
  refine ⟨?_, fun j => ?_, fun i => ?_⟩
  · have h : crossApprox M p q =
        vecMulVec (fun i => M i q) (fun j => M p j / M p q) := by
      ext i j
      exact mul_div_assoc _ _ _
    rw [h]
    exact Matrix.rank_vecMulVec_le _ _
  · exact mul_div_cancel_left₀ _ hpq
  · exact mul_div_cancel_right₀ _ hpq

/-- A matrix of rank at most one that agrees with `M` on the row and column of a nonzero
pivot is the cross approximation. -/
theorem eq_crossApprox (M C : Matrix m n ℂ) {p : m} {q : n} (hpq : M p q ≠ 0)
    (hC : C.rank ≤ 1) (hrow : ∀ j, C p j = M p j) (hcol : ∀ i, C i q = M i q) :
    C = crossApprox M p q := by
  obtain ⟨u, v, huv⟩ := exists_product_form C hC
  ext i j
  have h : C i j * C p q = C i q * C p j := by
    simp only [huv]
    ring
  rw [hrow q, hcol i, hrow j] at h
  exact (eq_div_iff hpq).2 h

/-- Quasi-optimality of one-pivot cross approximation: if the pivot is a nonzero entry of
largest modulus and some matrix of rank at most one is within `e` of `M` in every entry, then
the rank-one interpolant `C` of the pivot row and column is given by the cross formula and is
within `4 e` of `M` in every entry. -/
theorem cross_quasi_optimal (M B C : Matrix m n ℂ) {p : m} {q : n} {e : ℝ}
    (hpq : M p q ≠ 0) (hmax : ∀ i j, ‖M i j‖ ≤ ‖M p q‖)
    (hB : B.rank ≤ 1) (hBe : ∀ i j, ‖M i j - B i j‖ ≤ e)
    (hC : C.rank ≤ 1) (hrow : ∀ j, C p j = M p j) (hcol : ∀ i, C i q = M i q)
    (i : m) (j : n) :
    C i j = M i q * M p j / M p q ∧ ‖M i j - C i j‖ ≤ 4 * e := by
  have hCij : C i j = M i q * M p j / M p q := by
    rw [eq_crossApprox M C hpq hC hrow hcol]
    rfl
  refine ⟨hCij, ?_⟩
  obtain ⟨u, v, huv⟩ := exists_product_form B hB
  -- a nonzero vector on columns q and j that B annihilates
  have hnull : ∃ x y : ℂ, 0 < ‖x‖ + ‖y‖ ∧ v q * x + v j * y = 0 := by
    by_cases h : v q = 0
    · exact ⟨1, 0, by simp, by simp [h]⟩
    · refine ⟨v j, -v q, ?_, by ring⟩
      rw [norm_neg]
      linarith [norm_nonneg (v j), norm_pos_iff.2 h]
  obtain ⟨x, y, hxy, h0⟩ := hnull
  -- on this vector M acts only through the error M - B
  have hsmall : ∀ k, ‖M k q * x + M k j * y‖ ≤ e * (‖x‖ + ‖y‖) := by
    intro k
    have h : M k q * x + M k j * y = (M k q - B k q) * x + (M k j - B k j) * y := by
      rw [huv k q, huv k j]
      linear_combination (u k) * h0
    rw [h, mul_add]
    refine (norm_add_le _ _).trans ?_
    rw [norm_mul, norm_mul]
    exact add_le_add (mul_le_mul_of_nonneg_right (hBe k q) (norm_nonneg _))
      (mul_le_mul_of_nonneg_right (hBe k j) (norm_nonneg _))
  have hdet := minor_bound (hmax p q) (hmax p j) (hmax i q) (hmax i j) hxy
    (hsmall p) (hsmall i)
  -- the residual is the 2×2 minor divided by the pivot
  have hres : M i j - M i q * M p j / M p q =
      (M p q * M i j - M p j * M i q) / M p q := by
    rw [eq_div_iff hpq, sub_mul, div_mul_cancel₀ _ hpq]
    ring
  rw [hCij, hres, norm_div, div_le_iff₀ (norm_pos_iff.2 hpq)]
  exact hdet

/-- The real 2×2 array with entries `1, 1, 1, (1 - 3e)/(1 + e)`. -/
def sharpR (e : ℝ) : Matrix (Fin 2) (Fin 2) ℝ := !![1, 1; 1, (1 - 3 * e) / (1 + e)]

/-- The array `sharpR e` regarded as a complex matrix. -/
def sharpM (e : ℝ) : Matrix (Fin 2) (Fin 2) ℂ := Matrix.of fun i j => (sharpR e i j : ℂ)

/-- The product of the column `(1 + e, 1 - e)` and the row `(1, (1 - e)/(1 + e))`. -/
def sharpB (e : ℝ) : Matrix (Fin 2) (Fin 2) ℂ :=
  vecMulVec (fun i => ((![1 + e, 1 - e] i : ℝ) : ℂ))
    (fun j => ((![1, (1 - e) / (1 + e)] j : ℝ) : ℂ))

/-- For `0 < e < 1` the matrix `sharpM e` has a largest entry 1 as pivot and lies within `e` of the
matrix `sharpB e`, of rank at most one, in every entry, while its cross approximation errs by `4e/(1
+ e)` in the lower right entry. -/
theorem sharp_family {e : ℝ} (h0 : 0 < e) (h1 : e < 1) :
    sharpM e 0 0 = 1 ∧ (∀ i j, ‖sharpM e i j‖ ≤ ‖sharpM e 0 0‖) ∧
      (sharpB e).rank ≤ 1 ∧ (∀ i j, ‖sharpM e i j - sharpB e i j‖ ≤ e) ∧
      ‖sharpM e 1 1 - crossApprox (sharpM e) 0 0 1 1‖ = 4 * e / (1 + e) := by
  have hpos : 0 < 1 + e := by linarith
  have ht : (1 - 3 * e) / (1 + e) = 1 - 4 * e / (1 + e) := by
    rw [eq_sub_iff_add_eq, ← add_div, div_eq_iff hpos.ne']
    ring
  refine ⟨Complex.ofReal_one, ?_, Matrix.rank_vecMulVec_le _ _, ?_, ?_⟩
  · intro i j
    change ‖((sharpR e i j : ℝ) : ℂ)‖ ≤ ‖((1 : ℝ) : ℂ)‖
    rw [Complex.norm_real, Complex.norm_real, Real.norm_eq_abs, Real.norm_eq_abs, abs_one]
    revert i j
    refine Fin.forall_fin_two.2 ⟨Fin.forall_fin_two.2 ⟨?_, ?_⟩,
      Fin.forall_fin_two.2 ⟨?_, ?_⟩⟩
    · exact abs_one.le
    · exact abs_one.le
    · exact abs_one.le
    · change |(1 - 3 * e) / (1 + e)| ≤ 1
      rw [abs_le, le_div_iff₀ hpos, div_le_iff₀ hpos]
      constructor <;> linarith
  · intro i j
    change ‖((sharpR e i j : ℝ) : ℂ) - ((![1 + e, 1 - e] i : ℝ) : ℂ) *
      ((![1, (1 - e) / (1 + e)] j : ℝ) : ℂ)‖ ≤ e
    rw [← Complex.ofReal_mul, ← Complex.ofReal_sub, Complex.norm_real, Real.norm_eq_abs]
    revert i j
    refine Fin.forall_fin_two.2 ⟨Fin.forall_fin_two.2 ⟨?_, ?_⟩,
      Fin.forall_fin_two.2 ⟨?_, ?_⟩⟩
    · change |(1 : ℝ) - (1 + e) * 1| ≤ e
      rw [abs_le]
      constructor <;> linarith
    · change |(1 : ℝ) - (1 + e) * ((1 - e) / (1 + e))| ≤ e
      rw [mul_div_cancel₀ _ hpos.ne', abs_le]
      constructor <;> linarith
    · change |(1 : ℝ) - (1 - e) * 1| ≤ e
      rw [abs_le]
      constructor <;> linarith
    · change |(1 - 3 * e) / (1 + e) - (1 - e) * ((1 - e) / (1 + e))| ≤ e
      have h : (1 - 3 * e) / (1 + e) - (1 - e) * ((1 - e) / (1 + e)) = -e := by
        rw [← mul_div_assoc, ← sub_div, div_eq_iff hpos.ne']
        ring
      rw [h, abs_neg, abs_of_pos h0]
  · change ‖(((1 - 3 * e) / (1 + e) : ℝ) : ℂ) -
      ((1 : ℝ) : ℂ) * ((1 : ℝ) : ℂ) / ((1 : ℝ) : ℂ)‖ = _
    rw [← Complex.ofReal_mul, ← Complex.ofReal_div, ← Complex.ofReal_sub,
      Complex.norm_real, Real.norm_eq_abs, ht,
      show 1 - 4 * e / (1 + e) - 1 * 1 / 1 = -(4 * e / (1 + e)) by ring,
      abs_neg, abs_of_pos (by positivity)]

/-- Suppose that, whenever the upper left entry of a 2×2 matrix is nonzero and of largest modulus
and some matrix of rank at most one is within `e` of it in every entry, the cross approximation from
that pivot is within `K e` in every entry. Then `K` is at least 4. -/
theorem four_le_of_bound (K : ℝ)
    (hK : ∀ (M B : Matrix (Fin 2) (Fin 2) ℂ) (e : ℝ), M 0 0 ≠ 0 →
      (∀ i j, ‖M i j‖ ≤ ‖M 0 0‖) → B.rank ≤ 1 → (∀ i j, ‖M i j - B i j‖ ≤ e) →
      ∀ i j, ‖M i j - crossApprox M 0 0 i j‖ ≤ K * e) : 4 ≤ K := by
  have key : ∀ e : ℝ, 0 < e → e < 1 → 4 ≤ K * (1 + e) := by
    intro e h0 h1
    obtain ⟨hp, hmax, hr, hd, hres⟩ := sharp_family h0 h1
    have h := hK (sharpM e) (sharpB e) e (by rw [hp]; exact one_ne_zero) hmax hr hd 1 1
    rw [hres, div_le_iff₀ (by linarith)] at h
    refine le_of_mul_le_mul_right ?_ h0
    linarith
  by_contra hlt
  have hlt' : K < 4 := lt_of_not_ge hlt
  have hhalf := key (1 / 2) (by norm_num) (by norm_num)
  -- a small error e chosen in proportion to the gap 4 - K
  have h := key ((4 - K) / 8) (by linarith) (by linarith)
  nlinarith [mul_pos (sub_pos.2 hlt') (show 0 < 8 - K by linarith)]

end

end CrossApproximation
```

```lean
#print axioms CrossApproximation.crossApprox_interpolates
#print axioms CrossApproximation.cross_quasi_optimal
#print axioms CrossApproximation.four_le_of_bound
```

```
'CrossApproximation.crossApprox_interpolates' depends on axioms: [propext, Classical.choice, Quot.sound]
'CrossApproximation.cross_quasi_optimal' depends on axioms: [propext, Classical.choice, Quot.sound]
'CrossApproximation.four_le_of_bound' depends on axioms: [propext, Classical.choice, Quot.sound]
```

## Hypotheses a code has to meet

In `cross_quasi_optimal`, `hpq` and `hmax` state that the pivot is nonzero and of largest modulus, while `hB` and `hBe` describe the comparison matrix. The matrix `C` is specified by its properties: rank at most 1, and agreement with `M` on row `p` and column `q`. The conclusion gives both the cross formula and the bound at every `i`, `j`. Such a `C` exists by `crossApprox_interpolates` and is unique by `eq_crossApprox`. With a zero pivot either can fail. For the 2×2 matrix with rows \((0,1)\) and \((1,0)\) and the upper left entry as pivot, no such `C` exists. For \(M=0\) with at least two rows and two columns, a matrix that vanishes on the cross can still have any value at one other entry.

The maximum runs over the whole matrix, so a search over selected rows or columns does not by itself establish `hmax`. The theorem treats one pivot in exact arithmetic. Applied to the residual after a first step, it compares with rank-one approximations of that residual, not with the best rank-two approximation of the original matrix. The error is entrywise; it is not the discarded weight, which sums the squares of the singular values dropped in a truncated singular value decomposition.

## How rank becomes a product

The proof turns on `finrank_le_one_iff`, used in `exists_product_form`. Mathlib defines `Matrix.rank` as the dimension of the range of \(x\mapsto Bx\). The lemma turns "dimension at most 1" into a vector `w` of which every element of the range is a multiple. Applying it to `B.mulVecLin (Pi.single j 1)`, which is column `j`, yields the coefficient \(v(j)\), and `choose` collects these coefficients into a function. The column index type `n` is finite, which makes the range finite-dimensional; `finrank` is 0 on infinite-dimensional spaces, where "`finrank` at most 1" would not restrict the matrix to product form. The row type `m` may be infinite.

The estimate itself is `minor_bound`: its `key` bounds both Cramer combinations, `ring` checks the identities, and `nlinarith` adds the two inequalities. The main theorem supplies the null vector as `hnull`, the small row values as `hsmall`, and the division by the pivot as `hres`. `sharp_family` checks the 2×2 example entry by entry, and `four_le_of_bound` replaces the limit by two choices of \(e\). Assuming \(K<4\), the value \(e=1/2\) gives \(K\ge 8/3\), which ensures that \(e=(4-K)/8\) is below 1; this second value then gives a contradiction.
